# At a point r > 0, the Hulthén radial equation for a finite sum of exponentials is equivalent to the vanishing of a polynomial in exp(-dr)

The theorem `equation_iff_residual` concerns the one-particle radial equation -u''/2 + Vu = -(k²/2)u, without a centrifugal term, where V is the Hulthén potential with real strength Z and screening d > 0. The function u is a finite sum of exponentials c_j exp(-(k + jd)r), with no normalisation or boundary condition imposed, and its second derivative enters as the explicit sum with coefficients (k + jd)²c_j. At a given point r > 0, the theorem says, the equation holds exactly when the polynomial `residual` vanishes at x = exp(-dr). The proof multiplies the equation by 1 - x, compares the sums term by term, and cancels factors that are not zero.

An attempt in Lean 4 with a fault in it:

```lean
import Mathlib

open Filter Topology Finset

namespace HulthenLevels

noncomputable section

/-- The Hulthén potential `-Z d exp(-d r) / (1 - exp(-d r))` with strength `Z` and screening `d`. -/
def potential (Z d r : ℝ) : ℝ :=
  -(Z * d * Real.exp (-(d * r))) / (1 - Real.exp (-(d * r)))

/-- The sum of exponentials `∑ c_j exp(-(k + j d) r)` over `j = 0, ..., n`. -/
def wave (k d : ℝ) (n : ℕ) (c : ℕ → ℝ) (r : ℝ) : ℝ :=
  ∑ j ∈ range (n + 1), c j * Real.exp (-((k + j * d) * r))

/-- The polynomial in `x = exp(-d r)` that is left of the radial equation for a sum of
exponentials. -/
def residual (Z d k : ℝ) (n : ℕ) (c : ℕ → ℝ) (x : ℝ) : ℝ :=
  ∑ j ∈ range (n + 1), c j * (j * (2 * k + j * d) * (1 - x) + 2 * Z * x) * x ^ j

/-- A sum of exponentials is `exp(-k r)` times a polynomial in `exp(-d r)`. -/
theorem wave_eq (k d : ℝ) (n : ℕ) (c : ℕ → ℝ) (r : ℝ) :
    wave k d n c r =
      Real.exp (-(k * r)) * ∑ j ∈ range (n + 1), c j * Real.exp (-(d * r)) ^ j := by
  unfold wave
  rw [Finset.mul_sum]
  refine Finset.sum_congr rfl fun j _ => ?_
  have h : Real.exp (-((k + j * d) * r)) =
      Real.exp (-(k * r)) * Real.exp (-(d * r)) ^ j := by
    rw [← Real.exp_nat_mul, ← Real.exp_add]
    congr 1
    ring
  rw [h]
  ring

/-- For `d > 0` and at a point `r > 0`, the radial equation with energy `-k²/2` for a sum of
exponentials is equivalent to the vanishing of the residual polynomial at `exp(-d r)`. -/
theorem equation_iff_residual (Z k : ℝ) {d r : ℝ} (hd : 0 < d) (hr : 0 < r)
    (n : ℕ) (c : ℕ → ℝ) :
    -(wave k d n (fun j => -(k + j * d) * (-(k + j * d) * c j)) r) / 2
        + potential Z d r * wave k d n c r = -k ^ 2 / 2 * wave k d n c r ↔
      residual Z d k n c (Real.exp (-(d * r))) = 0 := by
  have hlt : Real.exp (-(d * r)) < 1 := Real.exp_lt_one (neg_lt_zero.2 (mul_pos hd hr))
  have hx : 1 - Real.exp (-(d * r)) ≠ 0 := (sub_pos.2 hlt).ne'
  have hV : potential Z d r * (1 - Real.exp (-(d * r))) = -(Z * d * Real.exp (-(d * r))) :=
    div_mul_cancel₀ _ hx
  -- compare the two sides power by power in exp(-d r)
  have hsum : -(1 - Real.exp (-(d * r))) / 2 *
        wave k d n (fun j => -(k + j * d) * (-(k + j * d) * c j)) r
      + (k ^ 2 / 2 * (1 - Real.exp (-(d * r))) - Z * d * Real.exp (-(d * r))) * wave k d n c r
      = -(d / 2) * Real.exp (-(k * r)) * residual Z d k n c (Real.exp (-(d * r))) := by
    rw [wave_eq, wave_eq]
    unfold residual
    simp only [Finset.mul_sum, ← Finset.sum_add_distrib]
    refine Finset.sum_congr rfl fun j _ => ?_
    ring
  have key : (-(wave k d n (fun j => -(k + j * d) * (-(k + j * d) * c j)) r) / 2
        + potential Z d r * wave k d n c r - -k ^ 2 / 2 * wave k d n c r)
        * (1 - Real.exp (-(d * r)))
      = -(d / 2) * Real.exp (-(k * r)) * residual Z d k n c (Real.exp (-(d * r))) := by
    linear_combination hsum + wave k d n c r * hV
  have hc : -(d / 2) * Real.exp (-(k * r)) ≠ 0 :=
    mul_ne_zero (neg_ne_zero.2 (by positivity)) (Real.exp_ne_zero _)
  constructor
  · intro h
    rw [sub_eq_zero.2 h, zero_mul] at key
    exact (mul_eq_zero.1 key.symm).resolve_left hc
  · intro h
    rw [h, mul_zero] at key
    exact sub_eq_zero.1 ((mul_eq_zero.1 key).resolve_right hx)

end

end HulthenLevels
```

The error:

```
Main.lean:44:40: error(lean.unknownIdentifier): Unknown constant `Real.exp_lt_one`
```

The message says that Lean knows no constant called `Real.exp_lt_one`. The proof calls it to obtain `hlt`, the inequality exp(-dr) < 1, from which `hx` then derives that 1 - exp(-dr) is not zero. The mathematics of that step is sound: `neg_lt_zero.2 (mul_pos hd hr)` proves that -(dr) is negative, and the exponential of a negative number is less than 1. Only the name of the lemma is at fault.

The repair uses `Real.exp_lt_one_iff`, which states the fact as an equivalence: exp(x) < 1 if and only if x < 0. Because it is an equivalence, it can't be applied directly to the proof that -(dr) is negative. The added `.2` selects the direction from x < 0 to exp(x) < 1, which takes that same proof as its argument and gives `hlt`. The rest of the file is unchanged.

This version goes through:

```diff
@@ -42,5 +42,5 @@
         + potential Z d r * wave k d n c r = -k ^ 2 / 2 * wave k d n c r ↔
       residual Z d k n c (Real.exp (-(d * r))) = 0 := by
-  have hlt : Real.exp (-(d * r)) < 1 := Real.exp_lt_one (neg_lt_zero.2 (mul_pos hd hr))
+  have hlt : Real.exp (-(d * r)) < 1 := Real.exp_lt_one_iff.2 (neg_lt_zero.2 (mul_pos hd hr))
   have hx : 1 - Real.exp (-(d * r)) ≠ 0 := (sub_pos.2 hlt).ne'
   have hV : potential Z d r * (1 - Real.exp (-(d * r))) = -(Z * d * Real.exp (-(d * r))) :=
```
